# Two coupled Drude oscillators: \(R^6E(R)\to -wc^2/8\) and \(R^7E'(R)\to 3wc^2/4\)

## A pair of unit-mass oscillators with \(\hbar=1\)

Two identical oscillators have displacements \(x,y\), frequency \(w\) and separation \(R\). Their dimensionless coupling is \(k=c/R^3\), and their potential energy is

\[
V=\tfrac{w^2}{2}(x^2+y^2)+w^2k\,xy .
\]

The constant \(c\) has the dimension of a volume and stands for the strength of the dipole-dipole coupling. In Gaussian units it is \(-2\alpha\) for dipoles along the line joining them and \(\alpha\) for parallel dipoles perpendicular to it, where \(\alpha\) is the static polarisability. The \(1/R^3\) law is assumed, without retardation.

```lean
import Mathlib

open Filter Topology MeasureTheory

namespace DrudeDispersionForce

noncomputable section

/-- Dimensionless coupling `k = c / R³` of two oscillators at distance `R ≠ 0`. -/
def coupling (c R : ℝ) : ℝ := c / R ^ 3

/-- Potential energy of two unit-mass oscillators of frequency `w` with bilinear coupling `k`. -/
def potential (w k x y : ℝ) : ℝ := w ^ 2 / 2 * (x ^ 2 + y ^ 2) + w ^ 2 * k * (x * y)
```

The two normal modes have frequencies \(\omega_\pm=w\sqrt{1\pm k}\).

```lean
/-- Frequency of the in-phase mode, for `0 ≤ w` and `-1 ≤ k`. -/
def freqPlus (w k : ℝ) : ℝ := w * √(1 + k)

/-- Frequency of the out-of-phase mode, for `0 ≤ w` and `k ≤ 1`. -/
def freqMinus (w k : ℝ) : ℝ := w * √(1 - k)
```

The interaction energy is the coupled zero-point energy minus that of two free oscillators:

\[
E(R)=\tfrac{\omega_++\omega_-}{2}-w=\tfrac w2\left(\sqrt{1+k}+\sqrt{1-k}-2\right).
\]

```lean
/-- Zero-point energy of the two coupled modes minus that of two free oscillators, for `0 ≤ w`,
`|c| ≤ R³` and `R ≠ 0`. -/
def interactionEnergy (w c R : ℝ) : ℝ :=
  (freqPlus w (coupling c R) + freqMinus w (coupling c R)) / 2 - w
```

A mode of frequency \(\omega\) and coordinate \(q\) has the Gaussian state \(\psi(q)=e^{-\omega q^2/2}\). The code leaves it unnormalised and divides by the squared norm in `meanSquare`, so the mean is taken with the normalised density \(\sqrt{\omega/\pi}\,e^{-\omega q^2}\).

```lean
/-- Gaussian wavefunction (not normalised) of a mode of frequency `ω`. -/
def gaussianState (ω q : ℝ) : ℝ := Real.exp (-(ω / 2) * q ^ 2)

/-- Mean of `q²` in the Gaussian state of a mode of frequency `ω > 0`. -/
def meanSquare (ω : ℝ) : ℝ :=
  (∫ q, q ^ 2 * gaussianState ω q ^ 2) / ∫ q, gaussianState ω q ^ 2
```

The dispersion coefficient of this model is \(C_6=wc^2/8\).

```lean
/-- The dispersion coefficient `C6 = w c² / 8` of the oscillator pair. -/
def londonC6 (w c : ℝ) : ℝ := w * c ^ 2 / 8
```

## \(|k|\le 1\): a potential bounded from below

Physically, this condition says that the coupling does not overcome the restoring forces. Put \(x=(p+m)/\sqrt2\) and \(y=(p-m)/\sqrt2\). Then \(x^2+y^2=p^2+m^2\) and \(xy=(p^2-m^2)/2\), so

\[
V=\tfrac{w^2}{2}(1+k)p^2+\tfrac{w^2}{2}(1-k)m^2=\tfrac{\omega_+^2}{2}p^2+\tfrac{\omega_-^2}{2}m^2 .
\]

The last equality needs \(1\pm k\ge0\). The proof uses the hypothesis at the same place, to replace each squared root by its argument. If \(|k|>1\) and \(w\ne0\), one coefficient is negative and the pair has no ground state. Lean's square root returns 0 for a negative number, so `interactionEnergy` still has a value there, but a meaningless one.

```lean
/-- For `|k| ≤ 1` the coordinates `p, m` with `x = (p + m)/√2`, `y = (p - m)/√2` decouple the
potential into two oscillators, and the product `x y` becomes `(p² - m²)/2`. -/
theorem potential_normal_modes (w k p m : ℝ) (hk : |k| ≤ 1) :
    potential w k ((p + m) / √2) ((p - m) / √2)
        = freqPlus w k ^ 2 / 2 * p ^ 2 + freqMinus w k ^ 2 / 2 * m ^ 2 ∧
      (p + m) / √2 * ((p - m) / √2) = (p ^ 2 - m ^ 2) / 2 := by
  obtain ⟨h1, h2⟩ := abs_le.mp hk
  have hs : √(1 + k) ^ 2 = 1 + k := Real.sq_sqrt (by linarith)
  have ht : √(1 - k) ^ 2 = 1 - k := Real.sq_sqrt (by linarith)
  have hi : (√2)⁻¹ ^ 2 = (1 / 2 : ℝ) := by
    rw [inv_pow, Real.sq_sqrt (by norm_num)]
    norm_num
  simp only [potential, freqPlus, freqMinus, div_eq_mul_inv _ (√2)]
  generalize (√2)⁻¹ = i at hi ⊢
  constructor
  · linear_combination (w ^ 2 * (p ^ 2 + m ^ 2) + w ^ 2 * k * (p ^ 2 - m ^ 2)) * hi
      - w ^ 2 * p ^ 2 / 2 * hs - w ^ 2 * m ^ 2 / 2 * ht
  · linear_combination (p ^ 2 - m ^ 2) * hi
```

The theorem concerns the potential. The kinetic energy keeps its form because the change of coordinates is orthogonal.

## \(\omega>0\): a normalisable mode

The Schrödinger equation itself needs no sign condition. From \(\psi'=-\omega q\psi\) follows \(\psi''=(\omega^2q^2-\omega)\psi\), hence

\[
-\tfrac12\psi''+\tfrac{\omega^2}{2}q^2\psi=\tfrac{\omega}{2}\psi .
\]

The theorem establishes this equation with energy \(\omega/2\); that no lower level exists is taken from the textbook oscillator.

```lean
/-- The Gaussian state solves the Schrödinger equation of a harmonic mode with energy `ω/2`. -/
theorem gaussianState_schrodinger (ω q : ℝ) :
    -(1 / 2) * deriv (deriv (gaussianState ω)) q + ω ^ 2 / 2 * q ^ 2 * gaussianState ω q
      = ω / 2 * gaussianState ω q := by
  have h : ∀ x, HasDerivAt (gaussianState ω) (-ω * x * gaussianState ω x) x := by
    intro x
    have hp : HasDerivAt (fun y : ℝ => y ^ 2) (2 * x) x := by simpa using hasDerivAt_pow 2 x
    have he : HasDerivAt (gaussianState ω) (gaussianState ω x * (-(ω / 2) * (2 * x))) x :=
      (hp.const_mul (-(ω / 2))).exp
    exact he.congr_deriv (by ring)
  have hd : deriv (gaussianState ω) = fun x => -ω * x * gaussianState ω x :=
    funext fun x => (h x).deriv
  have h2 := ((hasDerivAt_id' q).const_mul (-ω)).fun_mul (h q)
  rw [hd, h2.deriv]
  ring
```

Positivity enters with the mean square. Integrate

\[
\frac{d}{dq}\left(q\,e^{-\omega q^2}\right)=e^{-\omega q^2}-2\omega q^2e^{-\omega q^2}
\]

over the whole line. The left side gives zero, so \(\langle q^2\rangle=1/(2\omega)\). The proof uses `hω` to show that the functions involved are integrable and that the norm is positive. For \(\omega\le0\) the density does not decay and there is no state to average in.

```lean
/-- The mean square displacement of a mode of frequency `ω > 0` is `1/(2ω)`. -/
theorem meanSquare_eq {ω : ℝ} (hω : 0 < ω) : meanSquare ω = 1 / (2 * ω) := by
  have hsq : ∀ q, gaussianState ω q ^ 2 = Real.exp (-ω * q ^ 2) := by
    intro q
    rw [gaussianState, sq (Real.exp _), ← Real.exp_add]
    congr 1
    ring
  have h0 : Integrable (fun q : ℝ => Real.exp (-ω * q ^ 2)) := integrable_exp_neg_mul_sq hω
  have h2 : Integrable (fun q : ℝ => q ^ 2 * Real.exp (-ω * q ^ 2)) := by
    simpa using integrable_rpow_mul_exp_neg_mul_sq hω (s := 2) (by norm_num)
  have hd : ∀ q : ℝ, HasDerivAt (fun x : ℝ => x * Real.exp (-ω * x ^ 2))
      (Real.exp (-ω * q ^ 2) - 2 * ω * (q ^ 2 * Real.exp (-ω * q ^ 2))) q := by
    intro q
    have hp : HasDerivAt (fun y : ℝ => y ^ 2) (2 * q) q := by simpa using hasDerivAt_pow 2 q
    exact ((hasDerivAt_id' q).fun_mul (hp.const_mul (-ω)).exp).congr_deriv (by ring)
  -- the integral of a total derivative vanishes
  have hz := integral_eq_zero_of_hasDerivAt_of_integrable hd
    (h0.sub (h2.const_mul (2 * ω))) (integrable_mul_exp_neg_mul_sq hω)
  rw [integral_sub h0 (h2.const_mul (2 * ω)), integral_const_mul] at hz
  have hpos : 0 < ∫ q : ℝ, Real.exp (-ω * q ^ 2) := by
    rw [integral_gaussian]
    positivity
  simp only [meanSquare, hsq]
  rw [div_eq_div_iff hpos.ne' (by positivity)]
  linear_combination -hz
```

## \(|c|<R^3\): two strictly positive square roots

This is the strict form of the stability condition, and it also forces \(R>0\). Write \(s=\sqrt{1+k}\) and \(t=\sqrt{1-k}\). Both are now positive, as `root_facts` records.

```lean
lemma root_facts {c R : ℝ} (h : |c| < R ^ 3) :
    0 < R ∧ 0 < √(1 + coupling c R) ∧ 0 < √(1 - coupling c R) ∧
      √(1 + coupling c R) ^ 2 = 1 + coupling c R ∧
      √(1 - coupling c R) ^ 2 = 1 - coupling c R := by
  have h3 : 0 < R ^ 3 := (abs_nonneg c).trans_lt h
  have hR : 0 < R := by
    by_contra hn
    nlinarith [mul_nonneg (neg_nonneg.2 (not_lt.1 hn)) (sq_nonneg R)]
  have hk : |coupling c R| < 1 := by
    rw [coupling, abs_div, abs_of_pos h3, div_lt_one h3]
    exact h
  obtain ⟨h1, h2⟩ := abs_lt.mp hk
  exact ⟨hR, Real.sqrt_pos.2 (by linarith), Real.sqrt_pos.2 (by linarith),
    Real.sq_sqrt (by linarith), Real.sq_sqrt (by linarith)⟩
```

Since \(k'(R)=-3c/R^4\), the chain rule gives

\[
E'(R)=\frac{w\,k'(R)}{4}\left(\frac1s-\frac1t\right).
\]

The square root is differentiable only away from zero, and this is where both the derivation and `hasDerivAt_energy` need the strict inequality. At \(R^3=|c|>0\) one mode has gone soft; for \(w>0\), the slope of \(E\) grows without bound as \(R\) approaches that distance from above.

```lean
lemma hasDerivAt_coupling (c : ℝ) {R : ℝ} (hR : 0 < R) :
    HasDerivAt (coupling c) (-3 * c / R ^ 4) R := by
  have h3 : HasDerivAt (fun x : ℝ => x ^ 3) (3 * R ^ 2) R := by simpa using hasDerivAt_pow 3 R
  have h := (hasDerivAt_const R c).fun_div h3 (by positivity)
  refine h.congr_deriv ?_
  rw [div_eq_div_iff (by positivity) (by positivity)]
  ring

lemma hasDerivAt_energy (w : ℝ) {c R : ℝ} (h : |c| < R ^ 3) :
    HasDerivAt (interactionEnergy w c) (w * (-3 * c / R ^ 4) / 4 *
      (1 / √(1 + coupling c R) - 1 / √(1 - coupling c R))) R := by
  obtain ⟨hR, hs, ht, -, -⟩ := root_facts h
  have hk := hasDerivAt_coupling c hR
  have h1 := (hk.const_add 1).sqrt (Real.sqrt_pos.1 hs).ne'
  have h2 := (hk.const_sub 1).sqrt (Real.sqrt_pos.1 ht).ne'
  have h3 := (((h1.const_mul w).fun_add (h2.const_mul w)).div_const 2).sub_const w
  exact h3.congr_deriv (by ring)
```

## \(w>0\): the slope as a mean value

A positive \(w\) means that each free oscillator is bound. Together with \(|c|<R^3\) it makes \(\omega_\pm\) positive, so the mean squares are available. At fixed \(x,y\) we have \(\partial V/\partial R=w^2k'(R)\,xy\), and therefore

\[
\left\langle\frac{\partial V}{\partial R}\right\rangle
=w^2k'\,\frac{\langle p^2\rangle-\langle m^2\rangle}{2}
=\frac{w^2k'}{4}\left(\frac1{ws}-\frac1{wt}\right)=E'(R).
\]

The proof of `hellmann_feynman` follows the same route: it inserts `meanSquare_eq` for both modes and cancels one factor of \(w\). With \(w=0\) there is no restoring force and no normalisable state, so the mean value loses its meaning.

```lean
/-- Hellmann-Feynman theorem for the pair, for `w > 0` and `|c| < R³`: `E'(R)` is the mean of
`∂V/∂R = w² k'(R) x y`, with `x y = (p² - m²)/2` averaged in the Gaussian states of the modes. -/
theorem hellmann_feynman {w c R : ℝ} (hw : 0 < w) (h : |c| < R ^ 3) :
    HasDerivAt (interactionEnergy w c) (w ^ 2 * deriv (coupling c) R *
      ((meanSquare (freqPlus w (coupling c R)) - meanSquare (freqMinus w (coupling c R))) / 2))
      R := by
  obtain ⟨hR, hs, ht, -, -⟩ := root_facts h
  refine (hasDerivAt_energy w h).congr_deriv ?_
  rw [(hasDerivAt_coupling c hR).deriv, freqPlus, freqMinus, meanSquare_eq (mul_pos hw hs),
    meanSquare_eq (mul_pos hw ht)]
  generalize √(1 + coupling c R) = s
  generalize √(1 - coupling c R) = t
  generalize -3 * c / R ^ 4 = a
  have hw1 : w * w⁻¹ = 1 := mul_inv_cancel₀ hw.ne'
  linear_combination (-(w * a / 4 * (s⁻¹ - t⁻¹))) * hw1
```

This establishes the Hellmann-Feynman relation for one model by computing both sides; it is not a derivation for a general Hamiltonian. The mean of \(xy\) is expressed through two one-dimensional averages, and the file defines no two-particle wavefunction.

## Formulas free of cancellation, for any real \(w\)

At large \(R\) the bracket in \(E\) is a small difference of numbers near 2. Since \(s^2+t^2=2\) and \(s^2t^2=1-k^2\),

\[
s+t-2=\frac{2(st-1)}{s+t+2},\qquad st-1=\frac{-k^2}{st+1}.
\]

With \(k^2R^6=c^2\) this becomes

\[
R^6E=\frac{-wc^2}{(s+t+2)(st+1)} .
\]

For the slope, \(\frac1s-\frac1t=\frac{t^2-s^2}{st(s+t)}=\frac{-2k}{st(s+t)}\), so

\[
R^7E'=\frac{3wc^2}{2\,st(s+t)} .
\]

Here \(|c|<R^3\) keeps the denominators positive. The sign of \(w\) plays no part in the algebra, although a bound oscillator has a positive frequency.

```lean
/-- Exact expression for `R⁶ E(R)` when `|c| < R³`, written without cancelling terms. -/
theorem energy_exact (w : ℝ) {c R : ℝ} (h : |c| < R ^ 3) :
    R ^ 6 * interactionEnergy w c R = -(w * c ^ 2) /
      ((√(1 + coupling c R) + √(1 - coupling c R) + 2) *
        (√(1 + coupling c R) * √(1 - coupling c R) + 1)) := by
  obtain ⟨hR, hs, ht, hs2, ht2⟩ := root_facts h
  have hc : coupling c R * R ^ 3 = c := div_mul_cancel₀ c (by positivity)
  rw [interactionEnergy, freqPlus, freqMinus]
  generalize √(1 + coupling c R) = s at hs hs2 ⊢
  generalize √(1 - coupling c R) = t at ht ht2 ⊢
  -- rationalise twice
  have h1 : (s + t - 2) * (s + t + 2) = 2 * (s * t - 1) := by linear_combination hs2 + ht2
  have h2 : (s * t - 1) * (s * t + 1) = -coupling c R ^ 2 := by
    linear_combination t ^ 2 * hs2 + (1 + coupling c R) * ht2
  rw [eq_div_iff (by positivity)]
  linear_combination R ^ 6 * w / 2 * (s * t + 1) * h1 + R ^ 6 * w * h2
    - w * (coupling c R * R ^ 3 + c) * hc

/-- Exact expression for `R⁷ E'(R)` when `|c| < R³`, written without cancelling terms. -/
theorem force_exact (w : ℝ) {c R : ℝ} (h : |c| < R ^ 3) :
    R ^ 7 * deriv (interactionEnergy w c) R = 3 * w * c ^ 2 / (2 *
      (√(1 + coupling c R) * √(1 - coupling c R) *
        (√(1 + coupling c R) + √(1 - coupling c R)))) := by
  obtain ⟨hR, hs, ht, hs2, ht2⟩ := root_facts h
  have hi : R ^ 7 * (R ^ 7)⁻¹ = 1 := mul_inv_cancel₀ (by positivity)
  rw [(hasDerivAt_energy w h).deriv]
  generalize √(1 + coupling c R) = s at hs hs2 ⊢
  generalize √(1 - coupling c R) = t at ht ht2 ⊢
  rw [coupling] at hs2 ht2
  have hd : 1 / s - 1 / t = -2 * (c / R ^ 3) / (s * t * (s + t)) := by
    rw [div_sub_div _ _ hs.ne' ht.ne', div_eq_div_iff (by positivity) (by positivity)]
    linear_combination (-(s * t)) * (hs2 - ht2)
  rw [hd]
  generalize s * t * (s + t) = D
  linear_combination 3 * w * c ^ 2 / (2 * D) * hi
```

The tactic `linear_combination` carries these proofs. It closes a goal \(a=b\) when \(a-b\) equals a stated combination of the differences between the two sides of known equations, which it checks by ring arithmetic. Before it runs, `generalize` turns the roots into plain variables \(s,t\), about which only positivity and the values of their squares are kept. For `h2` in `energy_exact` the combination is

\[
t^2\left(s^2-1-k\right)+(1+k)\left(t^2-1+k\right)=s^2t^2-1+k^2,
\]

which is exactly the difference of the two sides of \((st-1)(st+1)=-k^2\). The analytic facts about square roots are thus used once, and the rest is polynomial algebra.

For a numerical instance, take \(w=1\), \(c=24/25\) and \(R=1\). Then \(s=7/5\), \(t=1/5\) and \(E=\frac12(\frac85-2)=-0.2\). The exact formula agrees: \(-0.9216/(3.6\cdot1.28)=-0.2\). The slope is \(2.7648/0.896\approx3.086\). The mean value gives the same number: \(k'=-2.88\), \(\langle p^2\rangle=5/14\) and \(\langle m^2\rangle=5/2\), so \(-2.88\cdot(-15/14)\approx3.086\). The coupling is strong here, and \(R^6E=-0.2\) is far from \(-C_6=-0.1152\). At \(R=2\), where \(k=0.12\), \(R^6E\approx-0.1157\) is already close.

## \(R\to\infty\): weak coupling, with either sign of \(c\)

The final theorem has no hypotheses on \(w\) or \(c\). For any real \(c\), the condition \(|c|<R^3\) holds once \(R\) is large enough, and this is all that a limit requires. The sign of \(c\), which depends on the orientation of the dipoles, disappears in \(c^2\). As \(k\to0\), both \(s\) and \(t\) tend to 1, so

\[
R^6E\to-\frac{wc^2}{4\cdot2}=-C_6,\qquad
R^7E'\to\frac{3wc^2}{2\cdot2}=6C_6 .
\]

The second limit is taken from the exact slope, because an asymptotic law for a function does not in general yield one for its derivative. In the proof, `hev` supplies the eventual inequality, and `congr'` transfers each limit from the exact formula to the original function. At finite \(R\) with \(|c|<R^3\) the exact formulas apply instead of the limiting values.

```lean
/-- London dispersion law for the one-dimensional oscillator pair: as `R → ∞`, `R⁶ E(R)` tends to
`-C6` and `R⁷ E'(R)` tends to `6 C6`, where `C6 = w c² / 8`. -/
theorem dispersion_energy_and_force (w c : ℝ) :
    Tendsto (fun R => R ^ 6 * interactionEnergy w c R) atTop (𝓝 (-londonC6 w c)) ∧
      Tendsto (fun R => R ^ 7 * deriv (interactionEnergy w c) R) atTop
        (𝓝 (6 * londonC6 w c)) := by
  have hpow : Tendsto (fun R : ℝ => R ^ 3) atTop atTop := tendsto_pow_atTop (by norm_num)
  have hev : ∀ᶠ R : ℝ in atTop, |c| < R ^ 3 := hpow.eventually_gt_atTop |c|
  have hk : Tendsto (coupling c) atTop (𝓝 0) := tendsto_const_nhds.div_atTop hpow
  -- both square roots tend to one
  have hs : Tendsto (fun R => √(1 + coupling c R)) atTop (𝓝 1) := by
    simpa using (hk.const_add 1).sqrt
  have ht : Tendsto (fun R => √(1 - coupling c R)) atTop (𝓝 1) := by
    simpa using (hk.const_sub 1).sqrt
  constructor
  · have hl := (tendsto_const_nhds (x := -(w * c ^ 2))).div
      (((hs.add ht).add_const 2).mul ((hs.mul ht).add_const 1)) (by norm_num)
    rw [show -londonC6 w c = -(w * c ^ 2) / ((1 + 1 + 2) * (1 * 1 + 1)) by
      unfold londonC6; ring]
    refine hl.congr' ?_
    filter_upwards [hev] with R h
    simp only [Pi.div_apply]
    exact (energy_exact w h).symm
  · have hl := (tendsto_const_nhds (x := 3 * w * c ^ 2)).div
      (((hs.mul ht).mul (hs.add ht)).const_mul 2) (by norm_num)
    rw [show 6 * londonC6 w c = 3 * w * c ^ 2 / (2 * (1 * 1 * (1 + 1))) by
      unfold londonC6; ring]
    refine hl.congr' ?_
    filter_upwards [hev] with R h
    simp only [Pi.div_apply]
    exact (force_exact w h).symm

end

end DrudeDispersionForce
```

For \(w>0\) and \(c\neq0\), \(E'\) is positive at large \(R\), and the force along \(R\), which is \(-E'\), is attractive. The limits give the tail that a pairwise \(-C_6/R^6\) term represents in a simulation, here for two one-dimensional harmonic oscillators with unretarded bilinear coupling. The value \(wc^2/8\) belongs to this model; London's coefficient for three-dimensional atoms sums over all dipole directions.

```lean
#print axioms DrudeDispersionForce.gaussianState_schrodinger
#print axioms DrudeDispersionForce.hasDerivAt_coupling
#print axioms DrudeDispersionForce.hellmann_feynman
#print axioms DrudeDispersionForce.dispersion_energy_and_force
```

```
'DrudeDispersionForce.gaussianState_schrodinger' depends on axioms: [propext, Classical.choice, Quot.sound]
'DrudeDispersionForce.hasDerivAt_coupling' depends on axioms: [propext, Classical.choice, Quot.sound]
'DrudeDispersionForce.hellmann_feynman' depends on axioms: [propext, Classical.choice, Quot.sound]
'DrudeDispersionForce.dispersion_energy_and_force' depends on axioms: [propext, Classical.choice, Quot.sound]
```
